# Orbital magnetization of finitely many Bloch states from a semiclassical grand potential, and its zero-temperature limit

Take one state with energy \(E\), orbital moment \(m\) and Berry curvature \(\Omega\). At temperature \(T>0\) (with \(k_B=1\)) and chemical potential \(\mu\), put \(x=\mu-E\). Here \(m\) and \(\Omega\) are the components along a weak magnetic field \(B\). For electrons of charge \(-e\), in units \(e/\hbar=1\), the semiclassical grand potential of the state is taken to be

\[
G(B)=-T(1+B\Omega)L(B),\qquad L(B)=\ln\!\left(1+e^{(x+mB)/T}\right).
\]

The field acts twice: it shifts the energy and changes the density of states. The chain rule gives

\[
L'(0)=\frac mT\,\frac{e^{x/T}}{1+e^{x/T}}=\frac{mf}{T},\qquad f=\frac1{1+e^{-x/T}},
\]

and the product rule then gives the state's contribution to the orbital magnetization, at fixed \(T\) and \(\mu\):

\[
-G'(0)=T\left[\Omega L(0)+L'(0)\right]=fm+T\Omega\ln(1+e^{x/T}).
\]

As \(T\to0^+\), this tends to \(m+x\Omega\) if \(E<\mu\), and to \(0\) if \(E>\mu\).

## Finitely many states with a postulated field response

Each state \(i\) carries a linear operator \(H\), a real energy \(E\) and vectors \(a,b\). Here \(H\) stands for the Bloch Hamiltonian at the state's crystal momentum, and \(a,b\) for the derivatives of the normalised cell-periodic part of the Bloch state with respect to the crystal-momentum components \(k_x\) and \(k_y\), with the field along \(z\). With the inner product conjugate-linear in its first slot,

\[
m=\operatorname{Im}\langle a,(H-E)b\rangle,\qquad \Omega=-2\operatorname{Im}\langle a,b\rangle .
\]

The factor \(1+B\Omega\) and the shift \(-mB\) are postulated. They stand for the semiclassical change of phase-space density and the energy of a wave packet's orbital moment, for electrons of charge \(-e\) in units \(e/\hbar=1\).

```lean
import Mathlib

open Filter Topology

namespace OrbitalMagnetization

noncomputable section

/-- Data of one Bloch state: a linear operator `H`, an energy `E`, and two vectors `a`, `b` standing
for the derivatives of its cell-periodic part along two directions of crystal momentum. -/
structure BandState (V : Type*) [NormedAddCommGroup V] [InnerProductSpace ℂ V] where
  H : V →ₗ[ℂ] V
  E : ℝ
  a : V
  b : V

variable {V : Type*} [NormedAddCommGroup V] [InnerProductSpace ℂ V]
variable {ι : Type*} [Fintype ι]

/-- The orbital moment `m = Im ⟨a, (H - E) b⟩`. -/
def BandState.moment (s : BandState V) : ℝ :=
  (inner ℂ s.a (s.H s.b - (s.E : ℂ) • s.b)).im

/-- The Berry curvature `Ω = -2 Im ⟨a, b⟩`. -/
def BandState.curvature (s : BandState V) : ℝ :=
  -2 * (inner ℂ s.a s.b).im

/-- The combination `Im ⟨a, (H + E - 2μ) b⟩`. -/
def BandState.groundMoment (s : BandState V) (μ : ℝ) : ℝ :=
  (inner ℂ s.a (s.H s.b + ((s.E - 2 * μ : ℝ) : ℂ) • s.b)).im

/-- The Fermi function at temperature `T ≠ 0` and chemical potential `μ`. -/
def fermi (T μ E : ℝ) : ℝ := 1 / (1 + Real.exp ((E - μ) / T))

/-- The step occupation: `1` below `μ`, `1/2` at `μ`, `0` above. -/
def stepOccupation (μ E : ℝ) : ℝ := if E < μ then 1 else if E = μ then 1 / 2 else 0

/-- The grand potential in a field `B` at temperature `T ≠ 0`, with density of states
`1 + BΩ` and shifted energies `E - mB`. -/
def grandPotential (s : ι → BandState V) (T μ B : ℝ) : ℝ :=
  -T * ∑ i, (1 + B * (s i).curvature) *
    Real.log (1 + Real.exp (-((s i).E - (s i).moment * B - μ) / T))

/-- The orbital magnetization formula at temperature `T ≠ 0`: a moment term weighted by the
Fermi function plus a Berry curvature term. -/
def magnetization (s : ι → BandState V) (T μ : ℝ) : ℝ :=
  ∑ i, (fermi T μ (s i).E * (s i).moment +
    T * (s i).curvature * Real.log (1 + Real.exp ((μ - (s i).E) / T)))

/-- The sum of `Im ⟨a, (H + E - 2μ) b⟩` over the states with energy below `μ`. -/
def groundMagnetization (s : ι → BandState V) (μ : ℝ) : ℝ :=
  ∑ i with (s i).E < μ, (s i).groundMoment μ
```

`BandState` does not require \(H\) to be self-adjoint, \(E\) to be an eigenvalue, or \(a,b\) to be actual derivatives; the algebra needs none of this. Finiteness (`Fintype ι`) lets derivatives and limits pass through the sum term by term. For a continuous Brillouin-zone integral, those exchanges would need their own justification.

## Positive temperature

Physically, \(T>0\) smooths the occupation. By hand, it permits the cancellation \(T\cdot(mf/T)=mf\). In Lean, `fermi_eq` supplies the Boltzmann form of \(f\), and `hasDerivAt_grandPotential` differentiates each summand as above, then uses `hT` for the cancellation.

```lean
/-- The Fermi function written with the Boltzmann factor `exp ((μ - E) / T)`. -/
theorem fermi_eq (T μ E : ℝ) :
    fermi T μ E = Real.exp ((μ - E) / T) / (1 + Real.exp ((μ - E) / T)) := by
  have h : Real.exp ((μ - E) / T) * Real.exp ((E - μ) / T) = 1 := by
    rw [← Real.exp_add, show (μ - E) / T + (E - μ) / T = 0 by ring, Real.exp_zero]
  unfold fermi
  rw [div_eq_div_iff (by positivity) (by positivity)]
  linear_combination -h

/-- Minus the field derivative of the grand potential at zero field is the orbital
magnetization formula. -/
theorem hasDerivAt_grandPotential (s : ι → BandState V) {T : ℝ} (hT : 0 < T) (μ : ℝ) :
    HasDerivAt (grandPotential s T μ) (-magnetization s T μ) 0 := by
  have key : ∀ i, HasDerivAt (fun B : ℝ => (1 + B * (s i).curvature) *
      Real.log (1 + Real.exp (-((s i).E - (s i).moment * B - μ) / T)))
      ((s i).curvature * Real.log (1 + Real.exp ((μ - (s i).E) / T)) +
        fermi T μ (s i).E * (s i).moment / T) 0 := by
    intro i
    -- the density of states and the Boltzmann exponent are both affine in the field
    have h1 : HasDerivAt (fun B : ℝ => 1 + B * (s i).curvature) (s i).curvature 0 :=
      (((hasDerivAt_id' (0 : ℝ)).mul_const (s i).curvature).const_add 1).congr_deriv (by ring)
    have h2 : HasDerivAt (fun B : ℝ => -((s i).E - (s i).moment * B - μ) / T)
        ((s i).moment / T) 0 :=
      (((((hasDerivAt_id' (0 : ℝ)).const_mul (s i).moment).const_sub
        (s i).E).sub_const μ).fun_neg.div_const T).congr_deriv (by ring)
    have h3 := h1.fun_mul ((h2.exp.const_add 1).log (add_pos one_pos (Real.exp_pos _)).ne')
    refine h3.congr_deriv ?_
    simp only [mul_zero, zero_mul, add_zero, sub_zero]
    rw [show -((s i).E - μ) / T = (μ - (s i).E) / T by ring, fermi_eq]
    ring
  have hs := (HasDerivAt.fun_sum (u := Finset.univ) (fun i _ => key i)).const_mul (-T)
  refine hs.congr_deriv ?_
  unfold magnetization
  rw [neg_mul, Finset.mul_sum]
  congr 1
  refine Finset.sum_congr rfl fun i _ => ?_
  have h : T * (fermi T μ (s i).E * (s i).moment / T) = fermi T μ (s i).E * (s i).moment := by
    field_simp
  linear_combination h
```

The sign of \(T\) matters in the limit. Since

\[
T\ln(1+e^{x/T})=\max(x,0)+T\ln(1+e^{-|x|/T}),
\]

the left side lies between \(\max(x,0)\) and \(\max(x,0)+T\ln2\). Lean proves these bounds by comparing exponentials and multiplying by \(T\), then squeezes. For \(T\to0^-\) the limit would be \(\min(x,0)\) instead.

```lean
/-- The thermal logarithm `T ln (1 + exp (x / T))` exceeds `max x 0` by at most `T ln 2`. -/
theorem thermal_log_bounds {T : ℝ} (hT : 0 < T) (x : ℝ) :
    max x 0 ≤ T * Real.log (1 + Real.exp (x / T)) ∧
      T * Real.log (1 + Real.exp (x / T)) ≤ max x 0 + T * Real.log 2 := by
  have hp : 0 < 1 + Real.exp (x / T) := by positivity
  have hc : ∀ y : ℝ, T * (y / T) = y := fun y => by field_simp
  constructor
  · apply max_le
    · have h : x / T ≤ Real.log (1 + Real.exp (x / T)) := by
        rw [Real.le_log_iff_exp_le hp]
        linarith
      calc x = T * (x / T) := (hc x).symm
        _ ≤ _ := mul_le_mul_of_nonneg_left h hT.le
    · exact mul_nonneg hT.le (Real.log_nonneg (by linarith [Real.exp_pos (x / T)]))
  · have h : Real.log (1 + Real.exp (x / T)) ≤ Real.log 2 + max x 0 / T := by
      rw [Real.log_le_iff_le_exp hp, Real.exp_add, Real.exp_log (by norm_num)]
      have h1 : Real.exp (x / T) ≤ Real.exp (max x 0 / T) :=
        Real.exp_le_exp.mpr ((div_le_div_iff_of_pos_right hT).mpr (le_max_left _ _))
      have h2 : 1 ≤ Real.exp (max x 0 / T) :=
        Real.one_le_exp (div_nonneg (le_max_right _ _) hT.le)
      linarith
    have h' := mul_le_mul_of_nonneg_left h hT.le
    rw [mul_add, hc] at h'
    linarith

/-- As `T → 0+`, the thermal logarithm `T ln (1 + exp (x / T))` tends to `max x 0`. -/
theorem tendsto_thermal_log (x : ℝ) :
    Tendsto (fun T : ℝ => T * Real.log (1 + Real.exp (x / T))) (𝓝[>] 0) (𝓝 (max x 0)) := by
  have hc : Continuous (fun T : ℝ => max x 0 + T * Real.log 2) := by fun_prop
  have hU : Tendsto (fun T : ℝ => max x 0 + T * Real.log 2) (𝓝[>] 0) (𝓝 (max x 0)) := by
    have h := (hc.tendsto 0).mono_left (nhdsWithin_le_nhds (s := Set.Ioi 0))
    simp only [zero_mul, add_zero] at h
    exact h
  refine tendsto_of_tendsto_of_tendsto_of_le_of_le' tendsto_const_nhds hU ?_ ?_
  · filter_upwards [self_mem_nhdsWithin] with T hT using (thermal_log_bounds hT x).1
  · filter_upwards [self_mem_nhdsWithin] with T hT using (thermal_log_bounds hT x).2
```

The Fermi function tends to \(1\), \(1/2\) or \(0\) as \(E\) lies below, at or above \(\mu\), because \(e^{-x/T}\) tends to \(0\), equals \(1\), or diverges. `tendsto_fermi` splits into the same three cases.

```lean
/-- As `T → 0+`, the Fermi function tends to the step occupation. -/
theorem tendsto_fermi (μ E : ℝ) :
    Tendsto (fun T : ℝ => fermi T μ E) (𝓝[>] 0) (𝓝 (stepOccupation μ E)) := by
  have hinv : Tendsto (fun T : ℝ => T⁻¹) (𝓝[>] 0) atTop := tendsto_inv_nhdsGT_zero
  unfold fermi stepOccupation
  simp only [div_eq_mul_inv, one_mul]
  rcases lt_trichotomy E μ with h | h | h
  · rw [if_pos h]
    have h1 := Real.tendsto_exp_atBot.comp (hinv.const_mul_atTop_of_neg (sub_neg.mpr h))
    have h2 := (h1.const_add 1).inv₀ (by norm_num)
    rw [add_zero, inv_one] at h2
    exact h2
  · subst h
    norm_num
  · rw [if_neg (by linarith), if_neg h.ne']
    have h1 := Real.tendsto_exp_atTop.comp (hinv.const_mul_atTop (sub_pos.mpr h))
    exact tendsto_inv_atTop_zero.comp (tendsto_atTop_add_const_left _ 1 h1)
```

In code, \(T\ln(1+e^{x/T})\) can be evaluated as \(\max(x,0)+T\ln(1+e^{-|x|/T})\), using `log1p` for the logarithm; this avoids overflow of the exponential at small \(T\).

## No level at the chemical potential

The limit for an occupied state becomes a single matrix element:

\[
m+(\mu-E)\Omega=\operatorname{Im}\langle a,(H-E-2\mu+2E)b\rangle=\operatorname{Im}\langle a,(H+E-2\mu)b\rangle .
\]

`groundMoment_eq` proves this by expanding the inner products.

```lean
/-- The moment plus `μ - E` times the Berry curvature is `Im ⟨a, (H + E - 2μ) b⟩`. -/
theorem groundMoment_eq (s : BandState V) (μ : ℝ) :
    s.groundMoment μ = s.moment + (μ - s.E) * s.curvature := by
  simp only [BandState.groundMoment, BandState.moment, BandState.curvature, inner_sub_right,
    inner_add_right, inner_smul_right, Complex.sub_im, Complex.add_im, Complex.mul_im,
    Complex.ofReal_re, Complex.ofReal_im]
  ring
```

The condition \(E\ne\mu\) excludes half-filled levels. Without it, a state exactly at \(\mu\) has \(f=1/2\) and \(x=0\), so it adds \(m/2\). `tendsto_magnetization` includes this term, adding the limits over all states.

```lean
/-- As `T → 0+`, the magnetization tends to the sum of `Im ⟨a, (H + E - 2μ) b⟩` over the states
below `μ`, plus half the moment of each state exactly at `μ`. -/
theorem tendsto_magnetization (s : ι → BandState V) (μ : ℝ) :
    Tendsto (fun T : ℝ => magnetization s T μ) (𝓝[>] 0)
      (𝓝 (groundMagnetization s μ + 1 / 2 * ∑ i with (s i).E = μ, (s i).moment)) := by
  have key : ∀ i, Tendsto (fun T : ℝ => fermi T μ (s i).E * (s i).moment +
      T * (s i).curvature * Real.log (1 + Real.exp ((μ - (s i).E) / T))) (𝓝[>] 0)
      (𝓝 (stepOccupation μ (s i).E * (s i).moment +
        (s i).curvature * max (μ - (s i).E) 0)) := by
    intro i
    have h := ((tendsto_fermi μ (s i).E).mul_const (s i).moment).add
      ((tendsto_thermal_log (μ - (s i).E)).const_mul (s i).curvature)
    refine h.congr fun T => ?_
    ring
  have e : groundMagnetization s μ + 1 / 2 * ∑ i with (s i).E = μ, (s i).moment =
      ∑ i, (stepOccupation μ (s i).E * (s i).moment +
        (s i).curvature * max (μ - (s i).E) 0) := by
    unfold groundMagnetization
    rw [Finset.sum_filter, Finset.sum_filter, Finset.mul_sum, ← Finset.sum_add_distrib]
    refine Finset.sum_congr rfl fun i _ => ?_
    rw [groundMoment_eq, stepOccupation]
    -- states below, at and above the chemical potential
    rcases lt_trichotomy (s i).E μ with h | h | h
    · simp only [if_pos h, if_neg h.ne]
      rw [max_eq_left (by linarith)]
      ring
    · have h' : ¬ (s i).E < μ := by linarith
      simp only [if_neg h', if_pos h]
      rw [max_eq_right (by linarith)]
      ring
    · have h' : ¬ (s i).E < μ := by linarith
      simp only [if_neg h', if_neg h.ne']
      rw [max_eq_right (by linarith)]
      ring
  rw [e]
  exact tendsto_finsetSum Finset.univ (fun i _ => key i)
```

With `hμ`, the extra sum is empty. The next theorem removes it and replaces the magnetization by \(-G'(0)\), which is allowed because the limit runs over \(T>0\):

\[
-G'(0)\longrightarrow\sum_{E_i<\mu}\operatorname{Im}\langle a_i,(H_i+E_i-2\mu)b_i\rangle .
\]

```lean
/-- If no level lies at `μ`, minus the zero-field derivative of the grand potential tends, as
`T → 0+`, to the sum of `Im ⟨a, (H + E - 2μ) b⟩` over the states below `μ`. -/
theorem tendsto_neg_deriv_grandPotential (s : ι → BandState V) (μ : ℝ)
    (hμ : ∀ i, (s i).E ≠ μ) :
    Tendsto (fun T : ℝ => -deriv (grandPotential s T μ) 0) (𝓝[>] 0)
      (𝓝 (groundMagnetization s μ)) := by
  have h0 : ∑ i with (s i).E = μ, (s i).moment = 0 :=
    Finset.sum_eq_zero fun i hi => absurd (Finset.mem_filter.mp hi).2 (hμ i)
  have h := tendsto_magnetization s μ
  rw [h0, mul_zero, add_zero] at h
  refine h.congr' ?_
  filter_upwards [self_mem_nhdsWithin] with T hT
  rw [(hasDerivAt_grandPotential s hT μ).deriv, neg_neg]
```

For non-interacting electrons with non-degenerate bands on a finite \(k\)-mesh, the right side is a discretised form of the zero-temperature orbital magnetization, up to mesh weights and units.

## The same states below both chemical potentials

Let \(\mu\) move to \(\nu\) within a gap. The occupied set is unchanged, so the moments cancel and each occupied state contributes

\[
[m+(\nu-E)\Omega]-[m+(\mu-E)\Omega]=(\nu-\mu)\Omega .
\]

In the proof, `h` shows that the two filtered sums run over the same states; they are then subtracted term by term. If a level is crossed, its own contribution enters the difference as well. The hypothesis allows a level exactly at the larger of \(\mu,\nu\); `groundMagnetization` omits the half moment that the thermal limit has there.

```lean
/-- If the same states lie below `μ` and `ν`, then `groundMagnetization` at `ν` minus its value at
`μ` is `ν - μ` times the total Berry curvature of those states. -/
theorem groundMagnetization_sub_in_gap (s : ι → BandState V) (μ ν : ℝ)
    (h : ∀ i, (s i).E < μ ↔ (s i).E < ν) :
    groundMagnetization s ν - groundMagnetization s μ =
      (ν - μ) * ∑ i with (s i).E < μ, (s i).curvature := by
  unfold groundMagnetization
  simp only [← h]
  rw [← Finset.sum_sub_distrib, Finset.mul_sum]
  refine Finset.sum_congr rfl fun i _ => ?_
  rw [groundMoment_eq, groundMoment_eq]
  ring

end

end OrbitalMagnetization
```

```lean
#print axioms OrbitalMagnetization.hasDerivAt_grandPotential
-- 'OrbitalMagnetization.hasDerivAt_grandPotential' depends on axioms: [propext, Classical.choice, Quot.sound]
#print axioms OrbitalMagnetization.tendsto_neg_deriv_grandPotential
-- 'OrbitalMagnetization.tendsto_neg_deriv_grandPotential' depends on axioms: [propext, Classical.choice, Quot.sound]
#print axioms OrbitalMagnetization.groundMagnetization_sub_in_gap
-- 'OrbitalMagnetization.groundMagnetization_sub_in_gap' depends on axioms: [propext, Classical.choice, Quot.sound]
```

A calculation can use this as a check: within a gap, the computed zero-temperature magnetization should be linear in \(\mu\), with the summed occupied curvature as its slope (in the units and mesh weights used here).
